# In a constant field, the axial component of a damped classical spin that starts with unit length off the axis follows a tanh law

The spin is modelled as a classical vector function of time, $S:\mathbb R\to\mathbb R^3$, that is assumed to satisfy the damped equation of motion in a constant field at every $t\ge 0$. Its length is assumed to be one only at $t=0$; the equation then conserves it.

```lean
import Mathlib

open Matrix Filter Topology

namespace DampedSwitching

noncomputable section

/-- Precession and damping torque on a spin `s` in the field `h`, with damping constant `a`. -/
def torque (a : ℝ) (h s : Fin 3 → ℝ) : Fin 3 → ℝ :=
  -(s ⨯₃ h) - a • (s ⨯₃ (s ⨯₃ h))

/-- A field of signed strength `b` along the z axis. -/
def axialField (b : ℝ) : Fin 3 → ℝ := ![0, 0, b]

/-- The spin `S` obeys the damped equation of motion `S' = -S × h - a S × (S × h)`
at all times `t ≥ 0`. -/
def IsTrajectory (a : ℝ) (h : Fin 3 → ℝ) (S : ℝ → Fin 3 → ℝ) : Prop :=
  ∀ t, 0 ≤ t → HasDerivAt S (torque a h (S t)) t

/-- The inverse hyperbolic tangent, written as a logarithm. -/
def arTanh (m : ℝ) : ℝ := Real.log ((1 + m) / (1 - m)) / 2

/-- For `|m| < 1` the hyperbolic tangent undoes `arTanh`. -/
theorem tanh_arTanh {m : ℝ} (hm : |m| < 1) : Real.tanh (arTanh m) = m := by
  obtain ⟨h1, h2⟩ := abs_lt.1 hm
  have hd : 0 < 1 - m := by linarith
  have hn : 0 < 1 + m := by linarith
  have hE : Real.exp (arTanh m) * Real.exp (arTanh m) * (1 - m) = 1 + m := by
    rw [← Real.exp_add, arTanh, add_halves, Real.exp_log (div_pos hn hd),
      div_mul_cancel₀ _ hd.ne']
  have hinv : Real.exp (arTanh m) * Real.exp (-arTanh m) = 1 := by
    rw [← Real.exp_add, add_neg_cancel, Real.exp_zero]
  rw [Real.tanh_eq_sinh_div_cosh, div_eq_iff (Real.cosh_pos _).ne']
  apply mul_left_cancel₀ (Real.exp_ne_zero (arTanh m))
  rw [Real.sinh_eq, Real.cosh_eq]
  linear_combination hE / 2 - (1 + m) / 2 * hinv

private lemma const_of_deriv_zero {f : ℝ → ℝ} (h : ∀ t, 0 ≤ t → HasDerivAt f 0 t)
    {t : ℝ} (ht : 0 ≤ t) : f t = f 0 :=
  constant_of_has_deriv_right_zero
    (fun x hx => (h x hx.1).continuousAt.continuousWithinAt)
    (fun x hx => (h x hx.1).hasDerivWithinAt) t ⟨ht, le_rfl⟩

/-- The length of the spin is conserved in any constant field, with or without damping. -/
theorem length_conserved {a : ℝ} {h : Fin 3 → ℝ} {S : ℝ → Fin 3 → ℝ}
    (hS : IsTrajectory a h S) {t : ℝ} (ht : 0 ≤ t) : S t ⬝ᵥ S t = S 0 ⬝ᵥ S 0 := by
  have hd : ∀ u, 0 ≤ u →
      HasDerivAt (fun u => S u 0 * S u 0 + S u 1 * S u 1 + S u 2 * S u 2) 0 u := by
    intro u hu
    have hc := hasDerivAt_pi.1 (hS u hu)
    -- the torque is orthogonal to the spin
    have ho : S u ⬝ᵥ torque a h (S u) = 0 := by
      simp [torque, dotProduct_sub, dotProduct_smul, dot_self_cross]
    simp only [dotProduct, Fin.sum_univ_three] at ho
    refine ((((hc 0).fun_mul (hc 0)).fun_add ((hc 1).fun_mul (hc 1))).fun_add
      ((hc 2).fun_mul (hc 2))).congr_deriv ?_
    linear_combination 2 * ho
  have := const_of_deriv_zero hd ht
  simpa only [dotProduct, Fin.sum_univ_three] using this

/-- The components of the torque in an axial field. -/
theorem torque_axial (a b : ℝ) (s : Fin 3 → ℝ) : torque a (axialField b) s =
    ![-b * s 1 - a * b * s 0 * s 2, b * s 0 - a * b * s 1 * s 2,
      a * b * (s 0 ^ 2 + s 1 ^ 2)] := by
  ext i
  fin_cases i <;> simp [torque, axialField, cross_apply] <;> ring

/-- A solution of `z' = k (1 - z²)` that starts at `tanh c` is `tanh (k t + c)`. -/
theorem axial_equation_solution {z : ℝ → ℝ} {k c : ℝ}
    (hz : ∀ t, 0 ≤ t → HasDerivAt z (k * (1 - z t ^ 2)) t) (hc : Real.tanh c = z 0)
    {t : ℝ} (ht : 0 ≤ t) : z t = Real.tanh (k * t + c) := by
  have hcont : Continuous (fun u => z (max u 0)) :=
    ContinuousOn.comp_continuous (s := Set.Ici 0)
      (fun x hx => (hz x hx).continuousAt.continuousWithinAt)
      (continuous_id.max continuous_const) (fun u => Set.mem_Ici.2 (le_max_right u 0))
  -- z cosh - sinh, times an integrating factor, is constant
  have hd : ∀ u, 0 ≤ u → HasDerivAt (fun u =>
      (z u * Real.cosh (k * u + c) - Real.sinh (k * u + c)) *
        Real.exp (k * ∫ x in (0 : ℝ)..u, z (max x 0))) 0 u := by
    intro u hu
    have hl : HasDerivAt (fun v => k * v + c) k u :=
      (((hasDerivAt_id' u).const_mul k).add_const c).congr_deriv (mul_one k)
    have hI : HasDerivAt (fun v => ∫ x in (0 : ℝ)..v, z (max x 0)) (z u) u := by
      simpa only [max_eq_left hu] using (hcont.integral_hasStrictDerivAt 0 u).hasDerivAt
    refine ((((hz u hu).fun_mul hl.cosh).fun_sub hl.sinh).fun_mul
      (hI.const_mul k).exp).congr_deriv ?_
    try dsimp only
    ring
  have h0 : z 0 * Real.cosh (k * 0 + c) - Real.sinh (k * 0 + c) = 0 := by
    rw [← hc, mul_zero, zero_add, Real.tanh_eq_sinh_div_cosh,
      div_mul_cancel₀ _ (Real.cosh_pos c).ne', sub_self]
  have hfin : (z t * Real.cosh (k * t + c) - Real.sinh (k * t + c)) *
      Real.exp (k * ∫ x in (0 : ℝ)..t, z (max x 0)) =
      (z 0 * Real.cosh (k * 0 + c) - Real.sinh (k * 0 + c)) *
      Real.exp (k * ∫ x in (0 : ℝ)..0, z (max x 0)) := const_of_deriv_zero hd ht
  rw [h0, zero_mul] at hfin
  have := (mul_eq_zero.1 hfin).resolve_right (Real.exp_ne_zero _)
  rw [Real.tanh_eq_sinh_div_cosh, eq_div_iff (Real.cosh_pos _).ne']
  linarith

/-- In an axial field, the axial component of a spin that has unit length and is not parallel to the
axis at time zero follows `tanh (a b t + artanh Sz(0))` at all times `t ≥ 0`. -/
theorem switching {a b : ℝ} {S : ℝ → Fin 3 → ℝ} (hS : IsTrajectory a (axialField b) S)
    (h1 : S 0 ⬝ᵥ S 0 = 1) (hm : |S 0 2| < 1) {t : ℝ} (ht : 0 ≤ t) :
    S t 2 = Real.tanh (a * b * t + arTanh (S 0 2)) := by
  refine axial_equation_solution (z := fun u => S u 2) (fun u hu => ?_) (tanh_arTanh hm) ht
  refine (hasDerivAt_pi.1 (hS u hu) 2).congr_deriv ?_
  have hl := (length_conserved hS hu).trans h1
  simp only [dotProduct, Fin.sum_univ_three] at hl
  rw [torque_axial]
  change a * b * (S u 0 ^ 2 + S u 1 ^ 2) = a * b * (1 - S u 2 ^ 2)
  linear_combination a * b * hl

private lemma tendsto_tanh_line {k : ℝ} (hk : 0 < k) (c : ℝ) :
    Tendsto (fun t => Real.tanh (k * t + c)) atTop (𝓝 1) := by
  have e : ∀ x : ℝ, Real.tanh x = 1 - 2 / (Real.exp (2 * x) + 1) := by
    intro x
    have hinv : Real.exp x * Real.exp (-x) = 1 := by
      rw [← Real.exp_add, add_neg_cancel, Real.exp_zero]
    have hr : 2 / (Real.exp x * Real.exp x + 1) * (Real.exp x * Real.exp x + 1) = 2 :=
      div_mul_cancel₀ _ (by positivity)
    rw [Real.tanh_eq_sinh_div_cosh, div_eq_iff (Real.cosh_pos _).ne', Real.sinh_eq,
      Real.cosh_eq, two_mul, Real.exp_add]
    generalize 2 / (Real.exp x * Real.exp x + 1) = r at hr ⊢
    linear_combination Real.exp (-x) / 2 * hr - r * Real.exp x / 2 * hinv
  have hl : Tendsto (fun t : ℝ => k * t + c) atTop atTop :=
    tendsto_atTop_add_const_right _ c (tendsto_id.const_mul_atTop hk)
  have h2 : Tendsto (fun t : ℝ => Real.exp (2 * (k * t + c)) + 1) atTop atTop :=
    tendsto_atTop_add_const_right _ 1
      (Real.tendsto_exp_atTop.comp (hl.const_mul_atTop two_pos))
  have := (tendsto_const_nhds (x := (1 : ℝ))).sub (h2.const_div_atTop 2)
  simpa only [e, sub_zero] using this

/-- With positive damping and a nonzero axial field of either sign, a spin that has unit length and
is not parallel to the axis at time zero tends to the unit vector along the field. -/
theorem aligns_with_field {a b : ℝ} {S : ℝ → Fin 3 → ℝ} (ha : 0 < a) (hb : b ≠ 0)
    (hS : IsTrajectory a (axialField b) S) (h1 : S 0 ⬝ᵥ S 0 = 1) (hm : |S 0 2| < 1) :
    Tendsto S atTop (𝓝 (|b|⁻¹ • axialField b)) := by
  have hz : Tendsto (fun t => S t 2) atTop (𝓝 (|b|⁻¹ * b)) := by
    rcases lt_or_gt_of_ne hb with hn | hp
    · rw [abs_of_neg hn, inv_neg, neg_mul, inv_mul_cancel₀ hb]
      refine (tendsto_tanh_line (neg_pos.2 (mul_neg_of_pos_of_neg ha hn))
        (-arTanh (S 0 2))).neg.congr' ?_
      filter_upwards [eventually_ge_atTop 0] with t ht
      rw [switching hS h1 hm ht, ← Real.tanh_neg]
      congr 1
      ring
    · rw [abs_of_pos hp, inv_mul_cancel₀ hb]
      refine (tendsto_tanh_line (mul_pos ha hp) (arTanh (S 0 2))).congr' ?_
      filter_upwards [eventually_ge_atTop 0] with t ht
      rw [switching hS h1 hm ht]
  have hs : 1 - (|b|⁻¹ * b) ^ 2 = 0 := by
    rw [mul_pow, inv_pow, sq_abs, inv_mul_cancel₀ (pow_ne_zero 2 hb), sub_self]
  have hq := ((tendsto_const_nhds (x := (1 : ℝ))).sub (hz.pow 2)).sqrt
  rw [hs, Real.sqrt_zero] at hq
  -- conservation of length squeezes the transverse components to zero
  have hx : Tendsto (fun t => S t 0) atTop (𝓝 0) := by
    refine squeeze_zero_norm' ?_ hq
    filter_upwards [eventually_ge_atTop 0] with t ht
    have hl := (length_conserved hS ht).trans h1
    simp only [dotProduct, Fin.sum_univ_three] at hl
    exact Real.abs_le_sqrt (by nlinarith [sq_nonneg (S t 1)])
  have hy : Tendsto (fun t => S t 1) atTop (𝓝 0) := by
    refine squeeze_zero_norm' ?_ hq
    filter_upwards [eventually_ge_atTop 0] with t ht
    have hl := (length_conserved hS ht).trans h1
    simp only [dotProduct, Fin.sum_univ_three] at hl
    exact Real.abs_le_sqrt (by nlinarith [sq_nonneg (S t 0)])
  refine tendsto_pi_nhds.2 fun i => ?_
  fin_cases i
  · simpa [axialField] using hx
  · simpa [axialField] using hy
  · simpa [axialField] using hz

/-- For `a b > 0` and `0 ≤ m < 1`, a unit spin with axial component `-m` at time zero has axial
component `m` at time `2 artanh(m) / (a b)`. -/
theorem reversal_time {a b m : ℝ} {S : ℝ → Fin 3 → ℝ} (hab : 0 < a * b)
    (hS : IsTrajectory a (axialField b) S) (h1 : S 0 ⬝ᵥ S 0 = 1)
    (h0 : 0 ≤ m) (hm : m < 1) (hi : S 0 2 = -m) :
    S (2 * arTanh m / (a * b)) 2 = m := by
  have habs : |m| < 1 := by rwa [abs_of_nonneg h0]
  have hpos : 0 ≤ arTanh m := by
    have : 1 ≤ (1 + m) / (1 - m) := by
      rw [le_div_iff₀ (by linarith)]
      linarith
    exact div_nonneg (Real.log_nonneg this) (by norm_num)
  have hodd : arTanh (-m) = -arTanh m := by
    have : (1 + -m) / (1 - -m) = ((1 + m) / (1 - m))⁻¹ := by
      rw [inv_div, sub_neg_eq_add, ← sub_eq_add_neg]
    rw [arTanh, this, Real.log_inv, arTanh, neg_div]
  rw [switching hS h1 (by rwa [hi, abs_neg]) (by positivity), hi, hodd,
    mul_div_cancel₀ _ hab.ne']
  convert tanh_arTanh habs using 2
  ring

/-- A spin that starts along x and, for nonzero `a` and `b`, spirals about the z axis. -/
def spiral (a b t : ℝ) : Fin 3 → ℝ :=
  ![Real.cos (b * t) / Real.cosh (a * b * t), Real.sin (b * t) / Real.cosh (a * b * t),
    Real.sinh (a * b * t) / Real.cosh (a * b * t)]

/-- The spiral obeys the damped equation of motion, has unit length at time zero and is then
not parallel to the axis. -/
theorem spiral_witness (a b : ℝ) : IsTrajectory a (axialField b) (spiral a b) ∧
    spiral a b 0 ⬝ᵥ spiral a b 0 = 1 ∧ |spiral a b 0 2| < 1 := by
  refine ⟨fun t _ => ?_, by simp [spiral, dotProduct, Fin.sum_univ_three], by simp [spiral]⟩
  have hl : ∀ k : ℝ, HasDerivAt (fun u => k * u) k t := fun k =>
    ((hasDerivAt_id' t).const_mul k).congr_deriv (mul_one k)
  have hne : Real.cosh (a * b * t) ≠ 0 := (Real.cosh_pos _).ne'
  have hx : HasDerivAt (fun u => Real.cos (b * u) / Real.cosh (a * b * u))
      (-b * (Real.sin (b * t) / Real.cosh (a * b * t)) -
        a * b * (Real.cos (b * t) / Real.cosh (a * b * t)) *
        (Real.sinh (a * b * t) / Real.cosh (a * b * t))) t := by
    refine ((hl b).cos.fun_div (hl (a * b)).cosh hne).congr_deriv ?_
    field_simp
    try ring
  have hy : HasDerivAt (fun u => Real.sin (b * u) / Real.cosh (a * b * u))
      (b * (Real.cos (b * t) / Real.cosh (a * b * t)) -
        a * b * (Real.sin (b * t) / Real.cosh (a * b * t)) *
        (Real.sinh (a * b * t) / Real.cosh (a * b * t))) t := by
    refine ((hl b).sin.fun_div (hl (a * b)).cosh hne).congr_deriv ?_
    field_simp
    try ring
  have hz : HasDerivAt (fun u => Real.sinh (a * b * u) / Real.cosh (a * b * u))
      (a * b * ((Real.cos (b * t) / Real.cosh (a * b * t)) ^ 2 +
        (Real.sin (b * t) / Real.cosh (a * b * t)) ^ 2)) t := by
    refine ((hl (a * b)).sinh.fun_div (hl (a * b)).cosh hne).congr_deriv ?_
    rw [div_pow, div_pow, ← add_div, Real.cos_sq_add_sin_sq, ← mul_div_assoc]
    congr 1
    linear_combination a * b * Real.cosh_sq (a * b * t)
  rw [torque_axial]
  refine hasDerivAt_pi.2 fun i => ?_
  fin_cases i
  · exact hx
  · exact hy
  · exact hz

end

end DampedSwitching
```

```lean
#print axioms DampedSwitching.switching
#print axioms DampedSwitching.aligns_with_field
#print axioms DampedSwitching.reversal_time
```

```
'DampedSwitching.switching' depends on axioms: [propext, Classical.choice, Quot.sound]
'DampedSwitching.aligns_with_field' depends on axioms: [propext, Classical.choice, Quot.sound]
'DampedSwitching.reversal_time' depends on axioms: [propext, Classical.choice, Quot.sound]
```

## A single spin in a constant axial field

`IsTrajectory a h S` states the Landau–Lifshitz form of the dynamics,

$$S'=-S\times h-a\,S\times(S\times h),\qquad t\ge 0 .$$

Here $S$ is dimensionless and points along the magnetic moment, as is usual in spin dynamics; the spin angular momentum of an electron points the opposite way. The first term is precession. The second is phenomenological damping: for $a>0$ it stands for the loss of magnetic energy, which is proportional to $-S\cdot h$, to degrees of freedom that are not modelled. The magnitude of the gyromagnetic ratio is absorbed into $h$, so $h$ has the units of a frequency and $a$ is dimensionless. `axialField b` is $h=(0,0,b)$, and the Lean components `0`, `1`, `2` are $S_x,S_y,S_z$. The derivative at $t=0$ is two-sided, so the equation also constrains $S$ infinitesimally before the start.

The theorem `switching` assumes $|S(0)|=1$ and $|S_z(0)|<1$, and concludes for every $t\ge0$ that

$$S_z(t)=\tanh\bigl(abt+\operatorname{artanh}S_z(0)\bigr).$$

It holds for either sign of $a$ and $b$. The condition $ab>0$ makes $S_z$ rise towards $+1$, which is the field direction only if $b>0$. `aligns_with_field` therefore assumes $a>0$ and $b\ne0$, together with the same two conditions on $S(0)$, and gives $S(t)\to h/|h|$. For $ab>0$ and $0\le m<1$, `reversal_time` says that a spin of unit length starting at $S_z=-m$ has $S_z=m$ at time $2\operatorname{artanh}(m)/(ab)$.

For one classical spin without anisotropy, exchange or thermal noise, the formula gives a reference curve against which a spin-dynamics integrator can be tested. If the code uses the Gilbert form of the damping, with constant $\alpha$, magnetic field $B$ and gyromagnetic ratio $\gamma$, the equation for a unit spin is the one above with $a=\alpha$ and $h=|\gamma|B/(1+\alpha^2)$.

## From the torque to the tanh

Both torque terms are cross products with $S$, so they are orthogonal to it, and

$$\frac{d}{dt}(S\cdot S)=2\,S\cdot S'=0 .$$

Hence $|S(t)|=1$ for all $t\ge0$. For the axial component, $S\times h=(bS_y,-bS_x,0)$ has no $z$ part, while $S\times(S\times h)$ has $z$ part $-b(S_x^2+S_y^2)$. With $z=S_z$ and $k=ab$,

$$z'=k(S_x^2+S_y^2)=k(1-z^2).$$

Separating variables would require knowing that $|z|<1$ at all later times. An integrating factor avoids this. Put $c=\operatorname{artanh}z(0)$, $u=kt+c$ and $F=z\cosh u-\sinh u$. Then

$$F'=k(1-z^2)\cosh u+kz\sinh u-k\cosh u=-kzF ,$$

so $F\exp\bigl(k\int_0^t z(x)\,dx\bigr)$ is constant. It vanishes at $t=0$ because $\tanh c=z(0)$. The exponential is never zero, so $F=0$ and $z=\tanh u$.

If $a>0$ and $b\ne0$, this tends to $b/|b|$, and $S_x^2+S_y^2=1-z^2$ tends to zero, which gives the alignment. For the reversal time, $\operatorname{artanh}(-m)=-\operatorname{artanh}m$, so the argument of the tanh must grow by $2\operatorname{artanh}m$ at rate $ab$.

## How the Lean proof follows these steps

`length_conserved` differentiates the sum of squares and uses the orthogonality of the torque; `const_of_deriv_zero` turns the zero derivative into constancy. `torque_axial` computes the components. `tanh_arTanh` justifies the logarithmic definition of artanh for $|m|<1$.

`axial_equation_solution` carries out the integrating-factor argument, with `ring` checking the cancellation. Its integrand is `z (max x 0)`, which agrees with $z$ for $x\ge0$ and is continuous on the whole line, as the Mathlib lemma used to differentiate the integral requires. `switching` combines these results.

For the limit, `tendsto_tanh_line` uses $\tanh x=1-2/(e^{2x}+1)$. `aligns_with_field` treats $b<0$ by the oddness of tanh, and squeezes $|S_x|$ and $|S_y|$ below $\sqrt{1-S_z^2}$.

The theorems take a trajectory as given. `spiral_witness` supplies one for every $a$ and $b$, starting along $x$:

$$S(t)=\frac{\bigl(\cos bt,\ \sin bt,\ \sinh abt\bigr)}{\cosh abt}.$$

Differentiating each component reproduces `torque_axial`.

## A spin that starts exactly against the field

Without $|S_z(0)|<1$ the alignment can fail. Take $a=b=1$ and $S(t)=(0,0,-1)$ for all $t$. This spin has unit length and is antiparallel to $h$, so $S\times h=0$ and both torque terms vanish. The equation is satisfied, yet the spin never turns towards the field.
